# An equal two-site jump can average a traceless symmetric 3×3 tensor to zero exactly when its determinant vanishes

We represent fast exchange between two sites by a population-weighted mean of two tensors. Let $T$ be the real symmetric $3\times3$ tensor of an anisotropic interaction at the first site, and let an orthogonal matrix $R$ carry the first site to the second. With populations $p$ and $1-p$, the averaged interaction is

$$\bar T = p\,T + (1-p)\,R\,T R^{\mathsf T}.$$

This replaces the dynamics by their fast limit: the jump rate is taken to be large compared with the anisotropy, and no rate or lineshape appears. The tensor is also taken to be traceless, as for a quadrupolar coupling or the anisotropic part of a chemical shift. An isotropic shift would survive any such average.

For nonzero $T$, some orthogonal $R$ gives $\bar T=0$ if and only if $p=1/2$ and $\det T=0$. In solid-state NMR this identifies the couplings that a rigid jump between two fixed orientations, with the same principal values at both sites, can remove from the first-order spectrum at every orientation of the sample, within the fast-exchange limit.

## Cancellation from the principal values

**The determinant must vanish.** Suppose $p=1/2$ and $\bar T=0$. Then $RTR^{\mathsf T}=-T$. Since $(\det R)^2=1$, the left side has determinant $\det T$. The right side has determinant $(-1)^3\det T=-\det T$. Hence $\det T=0$.

**A vanishing determinant suffices.** Write $T=UDU^{\mathsf T}$ with $U$ orthogonal and $D=\mathrm{diag}(x,y,z)$. Zero trace and zero determinant give $x+y+z=0$ and $xyz=0$, so one principal value is zero and the other two are opposite. If $x=0$, then $D=\mathrm{diag}(0,y,-y)$. A quarter turn $P$ about the first axis exchanges the last two entries, so $PDP^{\mathsf T}=-D$. The cases $y=0$ and $z=0$ are the same with another axis. Now put $R=UPU^{\mathsf T}$. This is orthogonal with $\det R=\det P=1$, and

$$RTR^{\mathsf T}=UP(U^{\mathsf T}U)D(U^{\mathsf T}U)P^{\mathsf T}U^{\mathsf T}=U(PDP^{\mathsf T})U^{\mathsf T}=-T.$$

**The populations must be equal.** If $\bar T=0$ for general $p$, then $pT=(p-1)RTR^{\mathsf T}$. Square both sides and take the trace. Because $\mathrm{tr}\big((RTR^{\mathsf T})^2\big)=\mathrm{tr}(T^2)$,

$$p^2\,\mathrm{tr}(T^2)=(p-1)^2\,\mathrm{tr}(T^2),\qquad\text{so}\qquad (2p-1)\,\mathrm{tr}(T^2)=0.$$

For symmetric $T$, $\mathrm{tr}(T^2)=\sum_{ij}T_{ij}^2$, which is positive when $T\neq0$. Therefore $p=1/2$.

**The asymmetry must be maximal.** Order the principal values as $|x|\le|y|\le|z|$ with $z\ne0$, and define $\eta=(x-y)/z$. Using $z=-(x+y)$,

$$\eta=\frac{(x-y)z}{z^2}=\frac{y^2-x^2}{z^2},$$

which lies between 0 and 1. Moreover, $\eta=1$ means $x-y=z=-x-y$, that is, $x=0$. With this ordering $xyz=0$ also means $x=0$, since $y=0$ would force $x=0$ too. An equal jump can thus cancel the tensor exactly when $\eta=1$. An axially symmetric tensor, with $\eta=0$, is never cancelled by a single two-site jump.

## Tensors, sites and asymmetry in Lean

```lean
import Mathlib

open Matrix

namespace TwoSiteJumpAveraging

noncomputable section
```

One type serves for both interaction tensors and the matrices relating frames. Symmetry, zero trace and orthogonality enter as hypotheses of the theorems.

```lean
/-- Real 3×3 matrices, representing second-rank interaction tensors and rotations. -/
abbrev Tensor := Matrix (Fin 3) (Fin 3) ℝ
```

The average is the formula for $\bar T$ above. The population `p` is an arbitrary real number, not restricted to the interval from 0 to 1; the value $1/2$ will be a conclusion.

```lean
/-- The average of `T` over two sites with populations `p` and `1 - p`, the second site
being related to the first by `R`. -/
def jumpAverage (p : ℝ) (R T : Tensor) : Tensor :=
  p • T + (1 - p) • (R * T * Rᵀ)
```

The next two definitions are $D$ and $\eta$. The ordering by magnitude is not built into `asymmetry`, so theorems that need it state it.

```lean
/-- The tensor with principal values `x`, `y`, `z` in its principal axis frame. -/
def principal (x y z : ℝ) : Tensor := !![x, 0, 0; 0, y, 0; 0, 0, z]

/-- The asymmetry parameter `(x - y) / z` of the principal values `x`, `y`, `z`. -/
def asymmetry (x y z : ℝ) : ℝ := (x - y) / z
```

## Principal axes and the reversing quarter turn

The condition `R * Rᵀ = 1` says that `R` is orthogonal, and so admits reflections as well as rotations. The first lemma takes determinants of this equation to get $(\det R)^2=1$, and uses cyclicity of the trace for the second invariant.

```lean
/-- An orthogonal change of frame preserves the determinant and the trace of a tensor. -/
theorem frame_invariants (R T : Tensor) (hR : R * Rᵀ = 1) :
    (R * T * Rᵀ).det = T.det ∧ (R * T * Rᵀ).trace = T.trace := by
  have hd : R.det * R.det = 1 := by
    have h := congrArg Matrix.det hR
    rwa [Matrix.det_mul, Matrix.det_transpose, Matrix.det_one] at h
  have hR' : Rᵀ * R = 1 := mul_eq_one_comm.mp hR
  constructor
  · rw [Matrix.det_mul, Matrix.det_mul, Matrix.det_transpose]
    linear_combination T.det * hd
  · rw [Matrix.trace_mul_comm, ← Matrix.mul_assoc, hR', Matrix.one_mul]
```

The principal-axis decomposition comes from Mathlib's spectral theorem for Hermitian matrices. Over the reals the conjugate transpose is the transpose, which turns the unitary eigenvector matrix into an orthogonal one. The principal values are produced in no physically chosen order, and none is needed here.

```lean
/-- Every real symmetric tensor has an orthogonal principal axis frame. -/
theorem principal_axes (T : Tensor) (hT : T.IsSymm) :
    ∃ (U : Tensor) (x y z : ℝ), U * Uᵀ = 1 ∧ T = U * principal x y z * Uᵀ := by
  have hs : ∀ M : Tensor, star M = Mᵀ := fun M => by
    rw [Matrix.star_eq_conjTranspose, Matrix.conjTranspose_eq_transpose_of_trivial]
  have hH : T.IsHermitian := (hs T).trans hT
  refine ⟨hH.eigenvectorUnitary, hH.eigenvalues 0, hH.eigenvalues 1,
    hH.eigenvalues 2, ?_, ?_⟩
  · rw [← hs]
    exact Matrix.mem_unitaryGroup_iff.mp hH.eigenvectorUnitary.2
  · have h := hH.spectral_theorem
    rw [Unitary.conjStarAlgAut_apply] at h
    have hd : principal (hH.eigenvalues 0) (hH.eigenvalues 1) (hH.eigenvalues 2)
        = Matrix.diagonal (RCLike.ofReal ∘ hH.eigenvalues) := by
      ext i j
      fin_cases i <;> fin_cases j <;> simp [principal]
    rw [hd, ← hs]
    exact h
```

The following lemma splits the zero product into its three cases. In each, the zero sum fixes the remaining value, an explicit quarter turn is supplied, and the matrix identities are checked entry by entry.

```lean
/-- If the principal values have zero sum and zero product, a proper rotation reverses the
sign of the tensor in its principal frame. -/
theorem quarter_turn_reverses (x y z : ℝ) (hsum : x + y + z = 0) (hprod : x * y * z = 0) :
    ∃ P : Tensor, P * Pᵀ = 1 ∧ P.det = 1 ∧
      P * principal x y z * Pᵀ = -principal x y z := by
  -- the quarter turn is taken about the axis whose principal value vanishes
  rcases mul_eq_zero.mp hprod with hxy | hz
  · rcases mul_eq_zero.mp hxy with hx | hy
    · have hz : z = -y := by linarith
      subst hx hz
      refine ⟨!![1, 0, 0; 0, 0, -1; 0, 1, 0], ?_, by simp [Matrix.det_fin_three], ?_⟩ <;>
        ext i j <;> fin_cases i <;> fin_cases j <;>
        simp [principal, Matrix.mul_apply, Fin.sum_univ_succ]
    · have hz : z = -x := by linarith
      subst hy hz
      refine ⟨!![0, 0, 1; 0, 1, 0; -1, 0, 0], ?_, by simp [Matrix.det_fin_three], ?_⟩ <;>
        ext i j <;> fin_cases i <;> fin_cases j <;>
        simp [principal, Matrix.mul_apply, Fin.sum_univ_succ]
  · have hy : y = -x := by linarith
    subst hz hy
    refine ⟨!![0, -1, 0; 1, 0, 0; 0, 0, 1], ?_, by simp [Matrix.det_fin_three], ?_⟩ <;>
      ext i j <;> fin_cases i <;> fin_cases j <;>
      simp [principal, Matrix.mul_apply, Fin.sum_univ_succ]
```

Conjugation by $U$ carries the quarter turn to the original frame. The first `calc` block checks that $UPU^{\mathsf T}$ is orthogonal. The second is the displayed hand calculation: it regroups the factors, replaces $U^{\mathsf T}U$ by the identity and applies the reversal of $D$. The conclusion includes `R.det = 1`, so the cancelling jump is a proper rotation.

```lean
/-- A traceless symmetric tensor with zero determinant is cancelled by an equal two-site
jump through a proper rotation. -/
theorem exists_cancelling_rotation (T : Tensor) (hT : T.IsSymm) (htr : T.trace = 0)
    (hdet : T.det = 0) :
    ∃ R : Tensor, R * Rᵀ = 1 ∧ R.det = 1 ∧ T + R * T * Rᵀ = 0 := by
  obtain ⟨U, x, y, z, hU, rfl⟩ := principal_axes T hT
  have hU' : Uᵀ * U = 1 := mul_eq_one_comm.mp hU
  rw [(frame_invariants U _ hU).2] at htr
  rw [(frame_invariants U _ hU).1] at hdet
  obtain ⟨P, hP, hPd, hrev⟩ := quarter_turn_reverses x y z
    (by simpa [principal, Matrix.trace, Fin.sum_univ_three] using htr)
    (by rw [← hdet]; simp [principal, Matrix.det_fin_three])
  -- carry the quarter turn from the principal frame to the laboratory frame
  refine ⟨U * P * Uᵀ, ?_, by rw [(frame_invariants U P hU).1, hPd], ?_⟩
  · calc U * P * Uᵀ * (U * P * Uᵀ)ᵀ = U * P * (Uᵀ * U) * Pᵀ * Uᵀ := by
          simp only [Matrix.transpose_mul, Matrix.transpose_transpose, Matrix.mul_assoc]
      _ = U * (P * Pᵀ) * Uᵀ := by
          rw [hU']; simp only [Matrix.mul_one, Matrix.mul_assoc]
      _ = 1 := by rw [hP, Matrix.mul_one, hU]
  · have h : U * P * Uᵀ * (U * principal x y z * Uᵀ) * (U * P * Uᵀ)ᵀ
        = -(U * principal x y z * Uᵀ) := by
      calc _ = U * P * (Uᵀ * U) * principal x y z * (Uᵀ * U) * Pᵀ * Uᵀ := by
            simp only [Matrix.transpose_mul, Matrix.transpose_transpose, Matrix.mul_assoc]
        _ = U * (P * principal x y z * Pᵀ) * Uᵀ := by
            rw [hU']; simp only [Matrix.mul_one, Matrix.mul_assoc]
        _ = _ := by rw [hrev]; simp only [Matrix.mul_neg, Matrix.neg_mul]
    rw [h, add_neg_cancel]
```

## The criterion for equal and unequal populations

For equal populations the factor $1/2$ is irrelevant, and the condition is written `T + R * T * Rᵀ = 0`. The forward direction is the determinant argument; the reverse uses the rotation just constructed. The zero tensor is allowed.

```lean
/-- An equal two-site jump can average a traceless symmetric tensor to zero if and only if
the determinant of the tensor vanishes. -/
theorem equal_jump_cancels_iff (T : Tensor) (hT : T.IsSymm) (htr : T.trace = 0) :
    (∃ R : Tensor, R * Rᵀ = 1 ∧ T + R * T * Rᵀ = 0) ↔ T.det = 0 := by
  constructor
  · rintro ⟨R, hR, h⟩
    -- the determinant is odd under sign reversal in three dimensions
    have hd := (frame_invariants R T hR).1
    rw [eq_neg_of_add_eq_zero_right h, Matrix.det_neg, Fintype.card_fin] at hd
    linarith
  · intro hdet
    obtain ⟨R, hR, _, h⟩ := exists_cancelling_rotation T hT htr hdet
    exact ⟨R, hR, h⟩
```

For unequal populations, the proof first shows that `(T * T).trace` is nonzero: if this sum of squares vanished, every entry of `T` would vanish. It then shows that the trace is the same at both sites and compares the squared magnitudes of the two sides of $pT=(p-1)RTR^{\mathsf T}$. Zero trace of `T` is not used.

```lean
/-- If a two-site jump averages a nonzero symmetric tensor to zero, the two sites are
equally populated. -/
theorem populations_equal (p : ℝ) (R T : Tensor) (hT : T.IsSymm) (h0 : T ≠ 0)
    (hR : R * Rᵀ = 1) (h : jumpAverage p R T = 0) : p = 1 / 2 := by
  have hR' : Rᵀ * R = 1 := mul_eq_one_comm.mp hR
  -- the squared magnitude tr(T²) is nonzero
  have hne : (T * T).trace ≠ 0 := by
    intro ht
    apply h0
    have e : ∑ i, ∑ j, T i j ^ 2 = 0 := by
      refine Eq.trans ?_ ht
      simp only [Matrix.trace, Matrix.diag_apply, Matrix.mul_apply]
      refine Finset.sum_congr rfl fun i _ => Finset.sum_congr rfl fun j _ => ?_
      rw [hT.apply i j, sq]
    ext i j
    have e1 := (Finset.sum_eq_zero_iff_of_nonneg
      (fun i _ => Finset.sum_nonneg fun j _ => sq_nonneg (T i j))).mp e i (Finset.mem_univ i)
    have e2 := (Finset.sum_eq_zero_iff_of_nonneg
      (fun j _ => sq_nonneg (T i j))).mp e1 j (Finset.mem_univ j)
    simpa using e2
  -- and it is the same at both sites
  have hS : (R * T * Rᵀ * (R * T * Rᵀ)).trace = (T * T).trace := by
    have e : R * T * Rᵀ * (R * T * Rᵀ) = R * (T * T) * Rᵀ := by
      calc _ = R * T * (Rᵀ * R) * T * Rᵀ := by simp only [Matrix.mul_assoc]
        _ = _ := by rw [hR']; simp only [Matrix.mul_one, Matrix.mul_assoc]
    rw [e, (frame_invariants R (T * T) hR).2]
  unfold jumpAverage at h
  have hb : p • T = (p - 1) • (R * T * Rᵀ) := by
    linear_combination (norm := module) h
  have hq := congrArg (fun M : Tensor => (M * M).trace) hb
  simp only [Matrix.smul_mul, Matrix.mul_smul, Matrix.trace_smul, smul_eq_mul] at hq
  rw [hS] at hq
  have hz : (2 * p - 1) * (T * T).trace = 0 := by linear_combination hq
  have := (mul_eq_zero.mp hz).resolve_right hne
  linarith
```

Combining the two results gives the full criterion. The hypothesis `T ≠ 0` is needed because a zero tensor has zero average at every `p`. The calls to `linear_combination` only rescale the matrix equation by 2 or by $1/2$.

```lean
/-- A two-site jump can average a nonzero traceless symmetric tensor to zero if and only if
the populations are equal and the determinant of the tensor vanishes. -/
theorem jump_cancels_iff (p : ℝ) (T : Tensor) (hT : T.IsSymm) (htr : T.trace = 0)
    (h0 : T ≠ 0) :
    (∃ R : Tensor, R * Rᵀ = 1 ∧ jumpAverage p R T = 0) ↔ p = 1 / 2 ∧ T.det = 0 := by
  constructor
  · rintro ⟨R, hR, h⟩
    have hp := populations_equal p R T hT h0 hR h
    subst hp
    refine ⟨rfl, (equal_jump_cancels_iff T hT htr).mp ⟨R, hR, ?_⟩⟩
    unfold jumpAverage at h
    linear_combination (norm := module) (2 : ℝ) • h
  · rintro ⟨rfl, hdet⟩
    obtain ⟨R, hR, h⟩ := (equal_jump_cancels_iff T hT htr).mpr hdet
    refine ⟨R, hR, ?_⟩
    unfold jumpAverage
    linear_combination (norm := module) (1 / 2 : ℝ) • h
```

## Maximal asymmetry

The bounds follow the rewriting of $\eta$ as $(y^2-x^2)/z^2$, with the magnitude ordering converted into inequalities between squares.

```lean
/-- With principal values of zero sum ordered by magnitude, the asymmetry parameter lies
between 0 and 1. -/
theorem asymmetry_bounds (x y z : ℝ) (hsum : x + y + z = 0) (hxy : |x| ≤ |y|)
    (hyz : |y| ≤ |z|) (hz : z ≠ 0) : 0 ≤ asymmetry x y z ∧ asymmetry x y z ≤ 1 := by
  have h1 : x ^ 2 ≤ y ^ 2 := sq_le_sq.mpr hxy
  have h2 : y ^ 2 ≤ z ^ 2 := sq_le_sq.mpr hyz
  have hz2 : 0 < z ^ 2 := by positivity
  have e : asymmetry x y z = (y ^ 2 - x ^ 2) / z ^ 2 := by
    unfold asymmetry
    rw [div_eq_div_iff hz hz2.ne']
    linear_combination z * (x - y) * hsum
  rw [e]
  exact ⟨div_nonneg (by linarith) hz2.le,
    (div_le_one hz2).mpr (by linarith [sq_nonneg x])⟩
```

The last theorem places the principal values in an arbitrary orthogonal frame `U`. It verifies that the resulting tensor is symmetric, traceless and nonzero, computes its determinant as $xyz$, and applies the preceding criterion. Besides the zero sum, the equivalence requires only $|x|\le|y|$ and $z\ne0$ of the principal values; the further condition $|y|\le|z|$ is what makes 1 the maximum of $\eta$.

```lean
/-- For a traceless tensor with principal values `x`, `y`, `z`, where `|x| ≤ |y|` and `z` is
nonzero, an equal two-site jump can give zero average exactly when the asymmetry is 1. -/
theorem equal_jump_cancels_iff_asymmetry (x y z : ℝ) (hsum : x + y + z = 0)
    (hxy : |x| ≤ |y|) (hz : z ≠ 0) (U : Tensor) (hU : U * Uᵀ = 1) :
    (∃ R : Tensor, R * Rᵀ = 1 ∧ jumpAverage (1 / 2) R (U * principal x y z * Uᵀ) = 0) ↔
      asymmetry x y z = 1 := by
  have hD : (principal x y z)ᵀ = principal x y z := by
    ext i j
    fin_cases i <;> fin_cases j <;> simp [principal]
  have hs : (U * principal x y z * Uᵀ).IsSymm := by
    change (U * principal x y z * Uᵀ)ᵀ = _
    simp only [Matrix.transpose_mul, Matrix.transpose_transpose, hD, Matrix.mul_assoc]
  have ht : (U * principal x y z * Uᵀ).trace = 0 := by
    rw [(frame_invariants U _ hU).2, ← hsum]
    simp [principal, Matrix.trace, Fin.sum_univ_three]
  have hd : (U * principal x y z * Uᵀ).det = x * y * z := by
    rw [(frame_invariants U _ hU).1]
    simp [principal, Matrix.det_fin_three]
  have hn : U * principal x y z * Uᵀ ≠ 0 := by
    intro h
    have hU' : Uᵀ * U = 1 := mul_eq_one_comm.mp hU
    have e : principal x y z = 0 := by
      calc principal x y z = (Uᵀ * U) * principal x y z * (Uᵀ * U) := by
            rw [hU', Matrix.one_mul, Matrix.mul_one]
        _ = Uᵀ * (U * principal x y z * Uᵀ) * U := by simp only [Matrix.mul_assoc]
        _ = 0 := by rw [h, Matrix.mul_zero, Matrix.zero_mul]
    exact hz (by simpa [principal] using congrFun (congrFun e 2) 2)
  rw [jump_cancels_iff _ _ hs ht hn, hd, asymmetry, div_eq_one_iff_eq hz]
  constructor
  · rintro ⟨_, h⟩
    have hx : x = 0 := by
      rcases mul_eq_zero.mp ((mul_eq_zero.mp h).resolve_right hz) with hx | hy
      · exact hx
      · rw [hy, abs_zero] at hxy
        exact abs_nonpos_iff.mp hxy
    linarith
  · intro h
    have hx : x = 0 := by linarith
    exact ⟨rfl, by rw [hx]; ring⟩

end

end TwoSiteJumpAveraging
```

```lean
#print axioms TwoSiteJumpAveraging.equal_jump_cancels_iff
#print axioms TwoSiteJumpAveraging.asymmetry_bounds
#print axioms TwoSiteJumpAveraging.equal_jump_cancels_iff_asymmetry
```

```
'TwoSiteJumpAveraging.equal_jump_cancels_iff' depends on axioms: [propext, Classical.choice, Quot.sound]
'TwoSiteJumpAveraging.asymmetry_bounds' depends on axioms: [propext, Classical.choice, Quot.sound]
'TwoSiteJumpAveraging.equal_jump_cancels_iff_asymmetry' depends on axioms: [propext, Classical.choice, Quot.sound]
```

## A numerical test and the odd-dimensional case

In a numerical calculation, one diagonalises $T$ with a symmetric eigensolver and looks at the middle eigenvalue $m$, which is the one that must vanish. Comparing $|m|$ with the largest eigenvalue magnitude gives a test independent of units. If $u$ is the corresponding unit eigenvector, the quarter turn about it is

$$R=uu^{\mathsf T}+[u]_\times,$$

where $[u]_\times$ is the matrix of the map $v\mapsto u\times v$. This turn keeps the principal value $m$ along $u$ and exchanges the other two, whose sum is $-m$. When $m$ is small but not zero, the equal average under this jump therefore has principal values $m$ along $u$ and $-m/2$ in the two perpendicular directions, so the residual coupling can be read off directly.

The determinant argument also applies to real $n\times n$ matrices for every odd $n$: if an orthogonal $R$ gives $RTR^{\mathsf T}=-T$, then $\det T=0$. For traceless symmetric matrices the converse holds at $n=3$, as shown above, but fails at $n=5$. The matrix $\mathrm{diag}(0,1,1,1,-3)$ is traceless with zero determinant, but its eigenvalues are not symmetric about zero, so no orthogonal change of frame reverses its sign. These numerical and higher-dimensional remarks rest on the short arguments given here, not on the Lean development.
